# In a stable harmonic system, a coordinate's squared displacement is at most its static response times twice the potential energy

A harmonic system with finitely many real coordinates has a positive definite matrix of force constants `C`, so that a displacement x from equilibrium costs the potential energy ½ x·Cx. The theorem says that the static response (C⁻¹)ᵢᵢ, the displacement of coordinate i under a unit force on that same coordinate, is positive, and that xᵢ² ≤ (C⁻¹)ᵢᵢ (x·Cx) for every x. The proof takes y to be the whole static displacement under that unit force, so that z·Cy = zᵢ for every z and yᵢ = (C⁻¹)ᵢᵢ. It then expands the quadratic form at yᵢx − xᵢy, where it cannot be negative, and cancels a factor yᵢ > 0.

An attempt in Lean 4 with a fault in it:

```lean
import Mathlib

open Matrix

namespace SqLeResponse

noncomputable section

variable {n : Type*} [Fintype n]

/-- For symmetric force constants the bilinear form `x · C y` is symmetric. -/
lemma form_symm {C : Matrix n n ℝ} (hC : C.IsSymm) (x y : n → ℝ) :
    x ⬝ᵥ C *ᵥ y = y ⬝ᵥ C *ᵥ x := by
  rw [Matrix.dotProduct_mulVec, ← Matrix.mulVec_transpose, hC.eq, dotProduct_comm]

/-- For positive definite `C` the static response `(C⁻¹)ᵢᵢ` is positive, and the displacement
satisfies `xᵢ² ≤ (C⁻¹)ᵢᵢ (x · C x)`. -/
theorem sq_le_response [DecidableEq n] {C : Matrix n n ℝ} (hC : C.PosDef) (x : n → ℝ) (i : n) :
    0 < C⁻¹ i i ∧ x i ^ 2 ≤ C⁻¹ i i * (x ⬝ᵥ C *ᵥ x) := by
  have hs : C.IsSymm :=
    (Matrix.conjTranspose_eq_transpose_of_trivial C).symm.trans hC.isHermitian.eq
  have hpos : ∀ z : n → ℝ, z ≠ 0 → 0 < z ⬝ᵥ C *ᵥ z := fun z hz => by
    simpa only [star_trivial] using hC.dotProduct_mulVec_pos hz
  -- y is the static displacement under a unit force on coordinate i
  obtain ⟨y, hy⟩ : ∃ y : n → ℝ, y = fun j => C⁻¹ j i := ⟨_, rfl⟩
  have hCy : C *ᵥ y = fun j => if j = i then 1 else 0 := by
    ext j
    have h := congrFun (congrFun (Matrix.mul_nonsing_inv C hC.det_pos.ne'.isUnit) j) i
    rw [Matrix.mul_apply, Matrix.one_apply] at h
    rw [hy]
    exact h
  have hz : ∀ z : n → ℝ, z ⬝ᵥ C *ᵥ y = z i := fun z => by
    rw [hCy]
    simp [dotProduct]
  have hyx : y ⬝ᵥ C *ᵥ x = x i := (form_symm hs y x).trans (hz x)
  have hyi : y i = C⁻¹ i i := by rw [hy]
  have hy0 : y ≠ 0 := by
    intro h0
    have h := congrFun hCy i
    simp [h0] at h
  have ha : 0 < y i := by
    rw [← hz y]
    exact hpos y hy0
  have h : 0 ≤ (y i • x - x i • y) ⬝ᵥ C *ᵥ (y i • x - x i • y) := by
    by_cases h0 : y i • x - x i • y = 0
    · simp [h0]
    · exact (hpos _ h0).le
  simp only [Matrix.mulVec_sub, Matrix.mulVec_smul, sub_dotProduct, dotProduct_sub,
    smul_dotProduct, dotProduct_smul, smul_eq_mul, hz, hyx] at h
  rw [← hyi]
  exact ⟨ha, le_of_mul_le_mul_left (by linarith) ha⟩

end

end SqLeResponse
```

Messages:

```
Main.lean:51:39: error: linarith failed to find a contradiction
n : Type u_1
inst✝¹ : Fintype n
inst✝ : DecidableEq n
C : Matrix n n ℝ
hC : C.PosDef
x : n → ℝ
i : n
hs : C.IsSymm
hpos : ∀ (z : n → ℝ), z ≠ 0 → 0 < z ⬝ᵥ C *ᵥ z
y : n → ℝ
hy : y = fun j => C⁻¹ j i
hCy : C *ᵥ y = fun j => if j = i then 1 else 0
hz : ∀ (z : n → ℝ), z ⬝ᵥ C *ᵥ y = z i
hyx : y ⬝ᵥ C *ᵥ x = x i
hyi : y i = C⁻¹ i i
hy0 : y ≠ 0
ha : 0 < y i
h : 0 ≤ y i * (y i * x ⬝ᵥ C *ᵥ x - x i * x i) - x i * (y i • x - x i • y) i
a✝ : y i * (y i * x ⬝ᵥ C *ᵥ x) < y i * x i ^ 2
⊢ False
failed
```

Diagnosis. The message says that `linarith` could not derive the inequality, already multiplied by `y i`, from the facts at hand. The expanded hypothesis `h` shows why: its last term still contains `(y i • x - x i • y) i`, a component of a vector difference that has not been worked out.

This component comes from `hz`, which holds for any vector `z`. `simp only` used it with the whole difference as `z`, before `sub_dotProduct` had split that product. None of the lemmas in the list could then evaluate the difference at `i`, and `linarith` had no way of knowing that its value is zero.

The repair adds `Pi.sub_apply` and `Pi.smul_apply`, which evaluate differences and scalar multiples of functions at an index. With `smul_eq_mul`, already in the list, the component becomes `y i * x i - x i * y i`, which cancels in `linarith`'s arithmetic. What remains of `h` is the inequality needed. The added comment about Cauchy-Schwarz is mere tidying.

Fix (accepted with no message):

```diff
@@ -42,4 +42,5 @@
     rw [← hz y]
     exact hpos y hy0
+  -- Cauchy-Schwarz in the form defined by C
   have h : 0 ≤ (y i • x - x i • y) ⬝ᵥ C *ᵥ (y i • x - x i • y) := by
     by_cases h0 : y i • x - x i • y = 0
@@ -47,5 +48,5 @@
     · exact (hpos _ h0).le
   simp only [Matrix.mulVec_sub, Matrix.mulVec_smul, sub_dotProduct, dotProduct_sub,
-    smul_dotProduct, dotProduct_smul, smul_eq_mul, hz, hyx] at h
+    smul_dotProduct, dotProduct_smul, smul_eq_mul, hz, hyx, Pi.sub_apply, Pi.smul_apply] at h
   rw [← hyi]
   exact ⟨ha, le_of_mul_le_mul_left (by linarith) ha⟩
```
